# A Fock representation with infinitely many fermionic modes has no completely filled state

The modes are modelled as a family of bounded operators c_j on a given complex Hilbert space H, with j in an arbitrary index set ι. Fock space is not constructed; it is characterised by a unit vector v, the vacuum, which every c_j kills and from which finite products of creation operators c_j† generate a dense subspace. The anticommutation relations are

c_i c_j + c_j c_i = 0,  c_i c_j† + c_j† c_i = δ_ij.

Call w filled if c_j† w = 0 for every j. Under these hypotheses, a nonzero filled w exists exactly when ι is finite.

## Every finite product misses a mode

For a finite list l = [j₁, …, jₙ], write

|l⟩ = c_j₁† ⋯ c_jₙ† v.

If k is not in l, c_k anticommutes with each creator in the product, so

c_k |l⟩ = (−1)ⁿ c_j₁† ⋯ c_jₙ† c_k v = 0.

If w is filled, then

w = (c_k c_k† + c_k† c_k) w = c_k† c_k w,
⟨w, l⟩ = ⟨c_k† c_k w, l⟩ = ⟨c_k w, c_k l⟩ = 0,

where l inside a bracket stands for |l⟩. If ι is infinite, every l misses some k, so w is orthogonal to all |l⟩. By linearity and continuity it is orthogonal to all of H, including itself, and w = 0.

If ι is finite, let F be the product over all modes, each taken once, applied to v. The adjoint of the first relation gives c_i† c_j† = −c_j† c_i†, hence (c_j†)² = 0. Moving an extra c_j† up to its twin gives c_j† F = 0. Moreover, whenever c_j x = 0,

‖c_j† x‖² = ⟨x, c_j c_j† x⟩ = ⟨x, x⟩,

so each new mode preserves the norm and ‖F‖ = 1.

For two modes, F = c₁† c₂† v. The one-particle state w = c₁† v satisfies c₁† w = 0, but c₂† w = −F ≠ 0, so it is not filled, whereas F is.

If the occupations of M spin orbitals are stored as M bits, as in the Jordan–Wigner encoding, F is the string of M ones, up to a sign set by the order of the product. Flipping all bits exchanges c_j and c_j†, up to signs, and takes the empty string to the full one. With infinitely many modes, this Fock representation has no vector to serve as that filled reference, whatever the Hamiltonian.

## The relations and the vacuum in Lean

```lean
import Mathlib

open scoped InnerProductSpace

namespace CARNoFilledState

noncomputable section

variable {ι H : Type*} [NormedAddCommGroup H] [InnerProductSpace ℂ H] [CompleteSpace H]
```

`H →L[ℂ] H` is the type of bounded operators, and `star` is the Hilbert-space adjoint.

```lean
/-- The canonical anticommutation relations for bounded annihilation operators `c j`,
with `star (c j)` the creation operator of mode `j`. -/
structure IsCAR (c : ι → H →L[ℂ] H) : Prop where
  anti : ∀ i j, c i * c j + c j * c i = 0
  mixed_self : ∀ i, c i * star (c i) + star (c i) * c i = 1
  mixed_ne : ∀ i j, i ≠ j → c i * star (c j) + star (c j) * c i = 0
```

The δ_ij is split into the cases of equal and different modes. A list of modes then specifies a product of creators; repetitions are allowed.

```lean
/-- The vector obtained from `v` by applying the creation operators of the modes in a list, the last
mode of the list first. -/
def createState (c : ι → H →L[ℂ] H) (l : List ι) (v : H) : H :=
  l.foldr (fun j x => star (c j) x) v
```

The vacuum conditions are hypotheses on `v`, with `cyclic` expressing the density.

```lean
/-- A unit vector killed by every annihilation operator, from which finite products of
creation operators generate a dense subspace. -/
structure IsFockVacuum (c : ι → H →L[ℂ] H) (v : H) : Prop where
  unit : ‖v‖ = 1
  killed : ∀ j, c j v = 0
  cyclic : Dense (Submodule.span ℂ (Set.range fun l : List ι => createState c l v) : Set H)
```

The filling condition is a property of vectors; the theorems treat nonzeroness separately.

```lean
/-- The vector `w`, possibly zero, is killed by every creation operator. -/
def IsFilled (c : ι → H →L[ℂ] H) (w : H) : Prop := ∀ j, star (c j) w = 0
```

## Orthogonality to a dense subspace

Induction on the list moves the annihilator past one creator at a time.

```lean
variable {c : ι → H →L[ℂ] H} {v w : H}

/-- Annihilating a particle in a mode that was never populated gives zero. -/
theorem annihilate_createState (hc : IsCAR c) (hv : ∀ j, c j v = 0) (k : ι) (l : List ι)
    (hk : k ∉ l) : c k (createState c l v) = 0 := by
  induction l with
  | nil => exact hv k
  | cons j l ih =>
    have hne : k ≠ j := fun h => hk (by simp [h])
    have hx := ih (fun h => hk (List.mem_cons_of_mem j h))
    -- move the annihilator past the first creator
    have h : c k (star (c j) (createState c l v)) + star (c j) (c k (createState c l v)) = 0 :=
      DFunLike.congr_fun (hc.mixed_ne k j hne) (createState c l v)
    rw [hx, map_zero, add_zero] at h
    exact h
```

The next lemma rewrites w as c_k† c_k w and moves the creator across the inner product.

```lean
/-- A filled state is orthogonal to every state created from the vacuum that leaves
some mode `k` unpopulated. -/
theorem filled_orthogonal (hc : IsCAR c) (hv : ∀ j, c j v = 0) (hw : IsFilled c w)
    (k : ι) (l : List ι) (hk : k ∉ l) : ⟪w, createState c l v⟫_ℂ = 0 := by
  -- apply the relation for mode `k` to `w`; its first term vanishes because `w` is filled
  have h : c k (star (c k) w) + star (c k) (c k w) = w :=
    DFunLike.congr_fun (hc.mixed_self k) w
  rw [hw k, map_zero, zero_add] at h
  rw [← h, ContinuousLinearMap.star_eq_adjoint, ContinuousLinearMap.adjoint_inner_left,
    annihilate_createState hc hv k l hk, inner_zero_right]
```

For infinite ι, span induction extends the orthogonality from products to their linear combinations, and `Continuous.ext_on` extends it to H. The final line sets x = w.

```lean
/-- With infinitely many modes, the only vector of the Fock representation killed by all
creation operators is zero. -/
theorem no_filled_state [Infinite ι] (hc : IsCAR c) (hv : IsFockVacuum c v)
    (hw : IsFilled c w) : w = 0 := by
  classical
  have key : (fun x : H => ⟪w, x⟫_ℂ) = fun _ => 0 := by
    refine Continuous.ext_on hv.cyclic (by fun_prop) continuous_const ?_
    intro x hx
    change ⟪w, x⟫_ℂ = 0
    induction hx using Submodule.span_induction with
    | mem x h =>
      obtain ⟨l, rfl⟩ := h
      -- a finite list always misses some mode
      obtain ⟨k, hk⟩ := Infinite.exists_notMem_finset l.toFinset
      exact filled_orthogonal hc hv.killed hw k l (fun h => hk (List.mem_toFinset.mpr h))
    | zero => exact inner_zero_right w
    | add x y _ _ hx hy => rw [inner_add_right, hx, hy, add_zero]
    | smul a x _ hx => rw [inner_smul_right, hx, mul_zero]
  exact inner_self_eq_zero.mp (congrFun key w)
```

## Filling finitely many modes

Exclusion follows by induction: either the new creator meets its twin at the head of the list, or it moves past the head.

```lean
/-- Pauli exclusion: creating a particle in a mode that is already populated gives zero. -/
theorem create_occupied (hc : IsCAR c) (j : ι) (l : List ι) (hj : j ∈ l) :
    star (c j) (createState c l v) = 0 := by
  induction l with
  | nil => simp at hj
  | cons i l ih =>
    have hs := congrArg star (hc.anti i j)
    rw [star_add, star_mul, star_mul, star_zero] at hs
    have h : star (c j) (star (c i) (createState c l v))
        + star (c i) (star (c j) (createState c l v)) = 0 :=
      DFunLike.congr_fun hs (createState c l v)
    change star (c j) (star (c i) (createState c l v)) = 0
    rcases List.mem_cons.mp hj with rfl | hmem
    · -- the square of a creation operator vanishes
      rw [← two_smul ℂ] at h
      exact (smul_eq_zero.mp h).resolve_left two_ne_zero
    · rw [ih hmem, map_zero, add_zero] at h
      exact h
```

The norm lemma requires distinct modes (`Nodup`) and uses the identity for ‖c_j† x‖² above.

```lean
/-- Creating particles in distinct modes on top of the vacuum preserves the norm. -/
theorem norm_createState (hc : IsCAR c) (hv : ∀ j, c j v = 0) (l : List ι)
    (hl : l.Nodup) : ‖createState c l v‖ = ‖v‖ := by
  induction l with
  | nil => rfl
  | cons j l ih =>
    obtain ⟨hj, hl'⟩ := List.nodup_cons.mp hl
    rw [← ih hl']
    change ‖star (c j) (createState c l v)‖ = _
    have hx := annihilate_createState hc hv j l hj
    generalize createState c l v = x at hx ⊢
    have h : c j (star (c j) x) + star (c j) (c j x) = x :=
      DFunLike.congr_fun (hc.mixed_self j) x
    rw [hx, map_zero, add_zero] at h
    have hin : ⟪star (c j) x, star (c j) x⟫_ℂ = ⟪x, x⟫_ℂ := by
      conv_rhs => rw [← h]
      rw [h, ContinuousLinearMap.star_eq_adjoint, ContinuousLinearMap.adjoint_inner_left,
        ← ContinuousLinearMap.star_eq_adjoint, h]
    rw [norm_eq_sqrt_re_inner (𝕜 := ℂ) (star (c j) x), hin,
      ← norm_eq_sqrt_re_inner (𝕜 := ℂ) x]
```

The equivalence combines both directions. With no modes at all, the filled state is v itself.

```lean
/-- A Fock representation of the CAR contains a nonzero completely filled state exactly when
the number of modes is finite. -/
theorem exists_filled_iff_finite (hc : IsCAR c) (hv : IsFockVacuum c v) :
    (∃ w : H, w ≠ 0 ∧ IsFilled c w) ↔ Finite ι := by
  constructor
  · rintro ⟨w, hw0, hw⟩
    by_contra hfin
    have : Infinite ι := not_finite_iff_infinite.mp hfin
    exact hw0 (no_filled_state hc hv hw)
  · intro hfin
    have := Fintype.ofFinite ι
    -- populate every mode once
    refine ⟨createState c Finset.univ.toList v, ?_, fun j => create_occupied hc j _ (by simp)⟩
    rw [← norm_ne_zero_iff, norm_createState hc hv.killed _ (Finset.nodup_toList _), hv.unit]
    exact one_ne_zero
```

## No unitary particle–hole exchange

Let ι be infinite, and suppose a unitary U satisfied U c_j = c_j† U for all j. Then c_j† U v = U c_j v = 0, so U v would be filled and therefore zero, although its norm is 1. The same argument excludes U c_j = ±c_j† U with a sign that depends on j, as in the bit flip above; the Lean theorem states the case without signs. It concerns linear unitaries, `H ≃ₗᵢ[ℂ] H`; antiunitary maps are not covered.

```lean
/-- With infinitely many modes, no unitary on the Fock representation turns every
annihilation operator into the creation operator of the same mode. -/
theorem no_unitary_particle_hole [Infinite ι] (hc : IsCAR c) (hv : IsFockVacuum c v)
    (U : H ≃ₗᵢ[ℂ] H) : ¬ ∀ j x, U (c j x) = star (c j) (U x) := by
  intro hU
  -- the image of the vacuum would be a filled state
  have h0 : U v = 0 := no_filled_state hc hv (fun j => by rw [← hU, hv.killed, map_zero])
  have h1 : ‖U v‖ = 1 := by rw [U.norm_map, hv.unit]
  rw [h0, norm_zero] at h1
  exact zero_ne_one h1
```

## One mode on ℂ²

A single mode gives a concrete model of the hypotheses. An infinite-mode Fock space is not constructed here, so the infinite case is a statement about any representation with the assumed properties.

```lean
/-- The annihilation operator of a single fermionic mode on `ℂ²`. -/
def oneMode (_ : Unit) : EuclideanSpace ℂ (Fin 2) →L[ℂ] EuclideanSpace ℂ (Fin 2) :=
  Matrix.toEuclideanCLM (n := Fin 2) (𝕜 := ℂ) !![0, 1; 0, 0]
```

The adjoint is computed as a matrix.

```lean
/-- The creation operator of the single mode is the transposed matrix unit. -/
theorem star_oneMode (u : Unit) : star (oneMode u) =
    Matrix.toEuclideanCLM (n := Fin 2) (𝕜 := ℂ) !![0, 0; 1, 0] := by
  unfold oneMode
  rw [← map_star]
  congr 1
  ext i j
  fin_cases i <;> fin_cases j <;> simp [Matrix.star_apply]
```

The relations reduce to 2 × 2 matrix identities. For cyclicity, each vector is expanded in the empty state (1, 0) and the occupied state (0, 1), which is the filled state of this model.

```lean
/-- The single mode on `ℂ²` obeys the CAR, and the first basis vector is its Fock vacuum. -/
theorem oneMode_witness : IsCAR oneMode ∧ IsFockVacuum oneMode (WithLp.toLp 2 ![1, 0]) := by
  refine ⟨⟨fun i j => ?_, fun i => ?_, fun i j h => absurd (Subsingleton.elim i j) h⟩,
    ⟨?_, fun j => ?_, fun x => subset_closure ?_⟩⟩
  · unfold oneMode
    rw [← map_mul, ← map_add, ← map_zero (Matrix.toEuclideanCLM (n := Fin 2) (𝕜 := ℂ))]
    congr 1
    ext a b
    fin_cases a <;> fin_cases b <;> simp
  · rw [star_oneMode]
    unfold oneMode
    rw [← map_mul (Matrix.toEuclideanCLM (n := Fin 2) (𝕜 := ℂ)),
      ← map_mul (Matrix.toEuclideanCLM (n := Fin 2) (𝕜 := ℂ)),
      ← map_add (Matrix.toEuclideanCLM (n := Fin 2) (𝕜 := ℂ)),
      ← map_one (Matrix.toEuclideanCLM (n := Fin 2) (𝕜 := ℂ))]
    congr 1
    ext a b
    fin_cases a <;> fin_cases b <;> simp
  · simp [EuclideanSpace.norm_eq, Fin.sum_univ_succ]
  · unfold oneMode
    rw [Matrix.toEuclideanCLM_toLp]
    ext a
    fin_cases a <;> simp [Matrix.mulVec, dotProduct, Fin.sum_univ_succ]
  · -- expand `x` in the empty and the occupied state
    have hx : x = x.ofLp 0 • createState oneMode [] (WithLp.toLp 2 ![1, 0])
        + x.ofLp 1 • createState oneMode [()] (WithLp.toLp 2 ![1, 0]) := by
      simp only [createState, List.foldr_cons, List.foldr_nil]
      rw [star_oneMode, Matrix.toEuclideanCLM_toLp]
      ext a
      fin_cases a <;> simp [Fin.sum_univ_succ]
    rw [hx]
    exact Submodule.add_mem _
      (Submodule.smul_mem _ _ (Submodule.subset_span ⟨[], rfl⟩))
      (Submodule.smul_mem _ _ (Submodule.subset_span ⟨[()], rfl⟩))

end

end CARNoFilledState
```

```lean
#print axioms CARNoFilledState.no_filled_state
#print axioms CARNoFilledState.exists_filled_iff_finite
#print axioms CARNoFilledState.no_unitary_particle_hole
```

```
'CARNoFilledState.no_filled_state' depends on axioms: [propext, Classical.choice, Quot.sound]
'CARNoFilledState.exists_filled_iff_finite' depends on axioms: [propext, Classical.choice, Quot.sound]
'CARNoFilledState.no_unitary_particle_hole' depends on axioms: [propext, Classical.choice, Quot.sound]
```
